# Rectangular surface cells with a glide along x have zero kinematic structure factor at (h,0) for odd h

When diffraction amplitudes are computed for a trial surface structure in a rectangular cell whose glide line is the x axis (y = 0), the beams (h,0) with odd h can be set to zero without summing over atoms, and each beam (h,−k) can be obtained from (h,k) by a sign. Both shortcuts hold in the single-scattering approximation, for a finite set of atoms whose positions, heights included, and form factors respect the glide. The second compares two beams with the same out-of-plane momentum transfer, and it is derived here for atoms that have the same form factor in both beams. Both follow from

F(h,k) = (−1)^h F(h,−k), and hence F(h,0) = 0 for odd h.

## Single scattering from finitely many atoms

Let atom j of the surface cell have fractional coordinates (x_j, y_j) and complex form factor f_j, and let the integers h and k label the diffracted beam. Write e(t) = exp(2πit) for the phase of a wave whose path difference is t wavelengths. The amplitude is

F(h,k) = Σ_j f_j e(h x_j + k y_j).

In Lean the atoms are the elements of a finite type `ι`, the function e is `phase`, and F is `structureFactor`. The later `rodFactor` adds a height z_j and a real out-of-plane index l.

```lean
import Mathlib

namespace SurfaceGlideExtinction

noncomputable section

variable {ι : Type*} [Fintype ι]

/-- The phase factor `exp(2πit)` of a wave whose path difference is `t` wavelengths. -/
def phase (t : ℝ) : ℂ := Complex.exp (2 * Real.pi * t * Complex.I)

/-- The structure factor `F(h,k)` of a surface cell with form factors `f` and
fractional atomic coordinates `x`, `y`. -/
def structureFactor (f : ι → ℂ) (x y : ι → ℝ) (h k : ℤ) : ℂ :=
  ∑ j, f j * phase (h * x j + k * y j)

/-- The amplitude along the diffraction rod `(h,k)` at continuous out-of-plane index `l`,
for atoms with heights `z`. -/
def rodFactor (f : ι → ℂ) (x y z : ι → ℝ) (h k : ℤ) (l : ℝ) : ℂ :=
  ∑ j, f j * phase (h * x j + k * y j + l * z j)
```

The sum contains no multiple scattering, so the theorems do not by themselves settle dynamical electron diffraction or atom scattering from a strongly corrugated surface. The form factors are arbitrary complex numbers and can include absorption, occupancy or a Debye–Waller factor. They carry no dependence on h and k, so the relation between two beams assumes that each atom has the same form factor in both. The extinction concerns one beam at a time, so there the f_j can be the values for that beam.

## Half a period along x, and a reflection of y

The glide moves an atom by half a period along x, reflects its y coordinate, and lands on another atom up to a lattice translation. Let s be the permutation that sends each atom to its image, and write x_s(j) for the x coordinate of atom s(j). For every j there are integers m and n with

x_s(j) = x_j + 1/2 + m,
y_s(j) = −y_j + n.

These are the fields `shift` and `mirror` of `GlideSites`. The second one places the glide line at y = 0. In fractional coordinates these conditions describe a glide reflection when the two cell axes are perpendicular, so the cell is taken to be rectangular. No atom can be its own image, since −1/2 is not an integer.

```lean
/-- The permutation `s` takes each atomic site to its image under a glide along `x`:
half a period in `x` and a reflection of `y`, up to lattice translations. -/
structure GlideSites {ι : Type*} (s : Equiv.Perm ι) (x y : ι → ℝ) : Prop where
  shift : ∀ j, ∃ m : ℤ, x (s j) - x j - 1 / 2 = m
  mirror : ∀ j, ∃ n : ℤ, y (s j) + y j = n
```

By hand, the two conditions enter through the phase of the image atom:

h x_s(j) + k y_s(j) = h/2 + (h x_j − k y_j) + (hm + kn).

Phases multiply when path differences add. The last bracket is an integer and contributes a factor 1, while the half-period contributes e(h/2) = exp(πih) = (−1)^h. Therefore

e(h x_s(j) + k y_s(j)) = (−1)^h e(h x_j − k y_j).

The three lemmas `phase_add`, `phase_int` and `phase_half` supply these facts about e.

```lean
/-- Phase factors multiply when path differences add. -/
lemma phase_add (a b : ℝ) : phase (a + b) = phase a * phase b := by
  rw [phase, phase, phase, ← Complex.exp_add]
  congr 1
  push_cast
  ring

/-- A path difference of a whole number of wavelengths has phase factor one. -/
lemma phase_int (n : ℤ) : phase (n : ℝ) = 1 := by
  have e : 2 * (Real.pi : ℂ) * ((n : ℝ) : ℂ) * Complex.I
      = (n : ℂ) * (2 * Real.pi * Complex.I) := by
    push_cast
    ring
  rw [phase, e, Complex.exp_int_mul, Complex.exp_two_pi_mul_I, one_zpow]

/-- A path difference of `h` half wavelengths has phase factor `(-1)^h`. -/
lemma phase_half (h : ℤ) : phase ((h : ℝ) / 2) = (-1) ^ h := by
  have e : 2 * (Real.pi : ℂ) * (((h : ℝ) / 2 : ℝ) : ℂ) * Complex.I
      = (h : ℂ) * (Real.pi * Complex.I) := by
    push_cast
    ring
  rw [phase, e, Complex.exp_int_mul, Complex.exp_pi_mul_I]
```

In `phase_glide`, the integers m and n are taken from the two fields. The split of the path difference is then h times the first condition plus k times the second, which is what `linear_combination` checks.

```lean
omit [Fintype ι] in
/-- The glide partner of an atom scatters into `(h,k)` with `(-1)^h` times the phase factor
of the atom itself at `(h,-k)`. -/
theorem phase_glide {s : Equiv.Perm ι} {x y : ι → ℝ} (hs : GlideSites s x y)
    (h k : ℤ) (j : ι) :
    phase (h * x (s j) + k * y (s j))
      = (-1) ^ h * phase (h * x j + ((-k : ℤ) : ℝ) * y j) := by
  obtain ⟨m, hm⟩ := hs.shift j
  obtain ⟨n, hn⟩ := hs.mirror j
  -- separate the half-period shift and the lattice translation
  have e : (h : ℝ) * x (s j) + k * y (s j)
      = (h : ℝ) / 2 + (h * x j + ((-k : ℤ) : ℝ) * y j) + ((h * m + k * n : ℤ) : ℝ) := by
    push_cast
    linear_combination (h : ℝ) * hm + (k : ℝ) * hn
  rw [e, phase_add, phase_add, phase_int, phase_half, mul_one]
```

This is also where h and k must be integers: otherwise hm + kn need not be an integer, and the phase would depend on which lattice copy of an atom is listed. The indices refer to the cell in which x and y are measured, so for a reconstructed surface they are those of the reconstructed cell.

Without `shift` the extinction can fail. A single atom at the origin with f = 1, mapped to itself, satisfies `mirror` but has F(1,0) = 1.

Without `mirror` the relation between beams can fail. Put four atoms with f = 1 at (0, 0), (1/2, 1/4), (1/4, 0) and (3/4, 1/2), and let s exchange the first two and the last two. Then

F(1,1) = 1 + i, whereas −F(1,−1) = −1 − 3i. The squared moduli are 2 and 10, so no shift of the origin restores the relation.

The beam (1,0) is still absent in this example, because at k = 0 the y coordinates do not enter the amplitude. A missing row of odd (h,0) spots therefore points to a half-period in the structure projected onto x, and does not by itself establish the reflection.

## Every atom is the image of exactly one atom

Because s is a permutation, replacing j by s(j) only reorders the sum:

F(h,k) = Σ_j f_s(j) e(h x_s(j) + k y_s(j)) = (−1)^h Σ_j f_s(j) e(h x_j − k y_j).

The right-hand side is (−1)^h times a structure factor at (h,−k) in which each atom carries the form factor of its image. Nothing has yet been assumed about the f_j.

In Lean the permutation is `s : Equiv.Perm ι`. `Equiv.sum_comp` does the reordering, and `phase_glide` is then applied term by term.

```lean
/-- For glide-related sites with arbitrary form factors, `F(h,k)` is `(-1)^h` times the
structure factor at `(h,-k)` with each form factor replaced by that of the glide partner. -/
theorem structureFactor_relabel {s : Equiv.Perm ι} {x y : ι → ℝ} (hs : GlideSites s x y)
    (f : ι → ℂ) (h k : ℤ) :
    structureFactor f x y h k
      = (-1) ^ h * structureFactor (fun j => f (s j)) x y h (-k) := by
  calc structureFactor f x y h k
      = ∑ j, f (s j) * phase (h * x (s j) + k * y (s j)) :=
        (Equiv.sum_comp s (fun j => f j * phase (h * x j + k * y j))).symm
    _ = (-1) ^ h * structureFactor (fun j => f (s j)) x y h (-k) := by
        rw [structureFactor, Finset.mul_sum]
        refine Finset.sum_congr rfl fun j _ => ?_
        rw [phase_glide hs h k j]
        exact mul_left_comm _ _ _
```

If s were only a map, two atoms could share one image. They would then have to share the same in-plane position modulo the lattice, as happens when a mixed site is listed as two partially occupied atoms. With unit form factors, two entries at (0, 0) and one at (1/2, 0) give F(1,0) = 2 − 1 = 1, although every entry has an image in the list.

## Equal form factors on atoms related by the glide

The hypothesis `hf : ∀ j, f (s j) = f j` says that an atom and its image scatter alike: the same element, with the same occupancy and vibrational damping. By hand, it turns f_s(j) back into f_j in the last sum, which gives

F(h,k) = (−1)^h F(h,−k).

The proof of `structureFactor_glide` makes the same replacement by rewriting with `funext hf`. Taking moduli removes the sign, so the two beams have equal intensity.

```lean
/-- Glide symmetry of the surface cell gives `F(h,k) = (-1)^h F(h,-k)`. -/
theorem structureFactor_glide {s : Equiv.Perm ι} {x y : ι → ℝ} (hs : GlideSites s x y)
    {f : ι → ℂ} (hf : ∀ j, f (s j) = f j) (h k : ℤ) :
    structureFactor f x y h k = (-1) ^ h * structureFactor f x y h (-k) := by
  have key := structureFactor_relabel hs f h k
  rwa [funext hf] at key

/-- With glide symmetry the spots `(h,k)` and `(h,-k)` have amplitudes of equal modulus. -/
theorem norm_structureFactor_glide {s : Equiv.Perm ι} {x y : ι → ℝ}
    (hs : GlideSites s x y) {f : ι → ℂ} (hf : ∀ j, f (s j) = f j) (h k : ℤ) :
    ‖structureFactor f x y h k‖ = ‖structureFactor f x y h (-k)‖ := by
  rw [structureFactor_glide hs hf h k, norm_mul, norm_zpow, norm_neg, norm_one,
    one_zpow, one_mul]
```

For k = 0 and odd h the relation reads F(h,0) = −F(h,0), so 2F(h,0) = 0 and the amplitude vanishes. `glide_extinction` follows these lines: `hh.neg_one_zpow` evaluates the sign, `neg_zero` identifies −0 with 0, and `linear_combination key / 2` solves for the amplitude.

```lean
/-- With glide symmetry the spots `(h,0)` with odd `h` are extinct. -/
theorem glide_extinction {s : Equiv.Perm ι} {x y : ι → ℝ} (hs : GlideSites s x y)
    {f : ι → ℂ} (hf : ∀ j, f (s j) = f j) {h : ℤ} (hh : Odd h) :
    structureFactor f x y h 0 = 0 := by
  have key := structureFactor_glide hs hf h 0
  rw [hh.neg_one_zpow, neg_zero] at key
  linear_combination key / 2
```

If the sites obey the glide but the form factors do not, the reordered sum still determines what appears in the forbidden beam. Let G be the amplitude at (h,0) with each f_j replaced by f_s(j). For odd h, F(h,0) = −G, so F(h,0) − G = 2F(h,0), and

F(h,0) = ½ Σ_j (f_j − f_s(j)) e(h x_j).

```lean
/-- If the sites obey the glide but the form factors need not, the amplitude at `(h,0)` with
odd `h` is half the phased sum of form-factor differences between glide partners. -/
theorem broken_glide_amplitude {s : Equiv.Perm ι} {x y : ι → ℝ} (hs : GlideSites s x y)
    (f : ι → ℂ) {h : ℤ} (hh : Odd h) :
    structureFactor f x y h 0 = 1 / 2 * ∑ j, (f j - f (s j)) * phase (h * x j) := by
  have key := structureFactor_relabel hs f h 0
  rw [hh.neg_one_zpow, neg_zero] at key
  have e : ∑ j, (f j - f (s j)) * phase (h * x j)
      = structureFactor f x y h 0 - structureFactor (fun j => f (s j)) x y h 0 := by
    simp [structureFactor, sub_mul, Finset.sum_sub_distrib]
  rw [e]
  linear_combination key / 2
```

As a small counter-example to the extinction, take atoms at (0, b) and (1/2, −b), for any real b, with form factors 1 and 2. The formula gives ½[(1 − 2)·1 + (2 − 1)·(−1)] = −1 at (1,0), in agreement with the direct sum 1 − 2. In this kinematic model, chemical order on a glide-symmetric set of sites can therefore show up as intensity in beams that would otherwise be absent.

## Equal heights along a diffraction rod

In surface X-ray diffraction the amplitude is followed along a rod (h,0,l) with continuous l. The added hypothesis `hz` says that the glide preserves heights, z_s(j) = z_j, as it does when the glide plane is perpendicular to the surface. By hand, the out-of-plane phase is absorbed into an effective form factor

g_j = f_j e(l z_j).

Since both f_j and z_j are unchanged by s, so is g_j, and the extinction applies to g. `rod_extinction` uses the same substitution and then calls `glide_extinction`. For odd h the amplitude of the listed atoms vanishes along the whole rod; substrate atoms that do not respect the glide can still contribute to it.

```lean
/-- If the glide also preserves the atomic heights, the rod `(h,0)` with odd `h` vanishes at
every out-of-plane index `l`. -/
theorem rod_extinction {s : Equiv.Perm ι} {x y z : ι → ℝ} (hs : GlideSites s x y)
    {f : ι → ℂ} (hf : ∀ j, f (s j) = f j) (hz : ∀ j, z (s j) = z j)
    {h : ℤ} (hh : Odd h) (l : ℝ) :
    rodFactor f x y z h 0 l = 0 := by
  -- absorb the out-of-plane phase into an effective form factor
  have e : rodFactor f x y z h 0 l
      = structureFactor (fun j => f j * phase (l * z j)) x y h 0 := by
    rw [rodFactor, structureFactor]
    refine Finset.sum_congr rfl fun j _ => ?_
    rw [phase_add]
    ring
  rw [e]
  exact glide_extinction hs (fun j => by rw [hf j, hz j]) hh
```

If the heights differ, the rod can reappear. Two atoms with f = 1, half a period apart in x and at heights 0 and c ≠ 0, give 1 − e(lc) at (1,0,l), which is zero only where lc is an integer.

## Odd h and k = 0, tested on a zigzag pair

The extinction also assumes that h is odd and k is zero. Two atoms at (0, b) and (1/2, −b), with unit form factors, show what happens in other beams. The coordinates are `pairX` and `pairY b`, and `glideSites_witness` verifies that exchanging the atoms is a glide. The integers m are 0 for the first atom and −1 for the second, and both n are 0.

```lean
/-- The `x` coordinates of a two-atom motif, half a period apart. -/
def pairX : Fin 2 → ℝ := ![0, 1 / 2]

/-- The `y` coordinates of a two-atom motif, displaced by `b` to either side of the glide line. -/
def pairY (b : ℝ) : Fin 2 → ℝ := ![b, -b]

/-- The two atoms of the zigzag motif are exchanged by the glide. -/
theorem glideSites_witness (b : ℝ) : GlideSites (Equiv.swap 0 1) pairX (pairY b) where
  shift := Fin.forall_fin_two.2
    ⟨⟨0, by rw [Equiv.swap_apply_left]; norm_num [pairX]⟩,
     ⟨-1, by rw [Equiv.swap_apply_right]; norm_num [pairX]⟩⟩
  mirror := Fin.forall_fin_two.2
    ⟨⟨0, by rw [Equiv.swap_apply_left]; norm_num [pairY]⟩,
     ⟨0, by rw [Equiv.swap_apply_right]; norm_num [pairY]⟩⟩
```

The sum has two terms:

F(h,k) = e(kb) + (−1)^h e(−kb).

For even h and k = 0 this equals 2, so the even beams on the axis are present. For odd h the cosines cancel and the sines add:

F(h,k) = 2i sin(2πkb).

With b = 1/8, for instance, F(1,1) = i√2, so an odd h alone does not extinguish a beam.

```lean
/-- The structure factor of the two-atom motif with unit form factors. -/
lemma pair_structureFactor (b : ℝ) (h k : ℤ) :
    structureFactor (fun _ => 1) pairX (pairY b) h k
      = phase (k * b) + (-1) ^ h * phase (-(k * b)) := by
  have e0 : (h : ℝ) * pairX 0 + k * pairY b 0 = k * b := by
    show (h : ℝ) * 0 + k * b = k * b
    ring
  have e1 : (h : ℝ) * pairX 1 + k * pairY b 1 = (h : ℝ) / 2 + -(k * b) := by
    show (h : ℝ) * (1 / 2) + k * (-b) = (h : ℝ) / 2 + -(k * b)
    ring
  rw [structureFactor, Fin.sum_univ_two, e0, e1, phase_add, phase_half, one_mul, one_mul]

/-- For the two-atom motif the amplitude is `2` at `(h,0)` with even `h`, and
`2i sin(2πkb)` at `(h,k)` with odd `h`. -/
theorem pair_amplitudes (b : ℝ) (h k : ℤ) :
    (Even h → structureFactor (fun _ => 1) pairX (pairY b) h 0 = 2) ∧
    (Odd h → structureFactor (fun _ => 1) pairX (pairY b) h k
      = 2 * Complex.I * (Real.sin (2 * Real.pi * (k * b)) : ℂ)) := by
  constructor
  · intro hh
    rw [pair_structureFactor, hh.neg_one_zpow]
    norm_num [phase]
  · intro hh
    have e : 2 * (Real.pi : ℂ) * ((-(k * b) : ℝ) : ℂ)
        = -(2 * (Real.pi : ℂ) * ((k * b : ℝ) : ℂ)) := by
      push_cast
      ring
    -- the cosines of the two atoms cancel and the sines add
    rw [pair_structureFactor, hh.neg_one_zpow, phase, phase, e, Complex.exp_mul_I,
      Complex.exp_mul_I, Complex.cos_neg, Complex.sin_neg]
    push_cast
    ring

end

end SurfaceGlideExtinction
```

`pair_structureFactor` evaluates the two-term sum. `pair_amplitudes` then treats the two parities separately, using Euler's formula (`Complex.exp_mul_I`) for odd h.

```lean
#print axioms SurfaceGlideExtinction.norm_structureFactor_glide
-- 'SurfaceGlideExtinction.norm_structureFactor_glide' depends on axioms: [propext, Classical.choice, Quot.sound]
#print axioms SurfaceGlideExtinction.broken_glide_amplitude
-- 'SurfaceGlideExtinction.broken_glide_amplitude' depends on axioms: [propext, Classical.choice, Quot.sound]
#print axioms SurfaceGlideExtinction.rod_extinction
-- 'SurfaceGlideExtinction.rod_extinction' depends on axioms: [propext, Classical.choice, Quot.sound]
#print axioms SurfaceGlideExtinction.pair_amplitudes
-- 'SurfaceGlideExtinction.pair_amplitudes' depends on axioms: [propext, Classical.choice, Quot.sound]
```
